# Strain derivative of the local pseudopotential energy at fixed plane-wave weights

If a term is missing from the stress in a plane-wave calculation, a variable-cell relaxation can come to rest at a cell whose energy still has a slope. The local pseudopotential makes such an omission possible in two places, because a strain changes both the cell volume and the lengths of the reciprocal vectors at which the potential is evaluated. The problems below find its strain derivative for a finite set of reciprocal vectors with fixed weights. Under those restrictions the result can be compared with a finite difference of the local energy in a code.

## The strained cell and its energy

Let $S$ be a finite set of real vectors $G$ with $d$ coordinates; $d=3$ for a crystal. Each $G$ has a real weight $c_G$. Physically, $c_G$ is the real part of the product of the ionic structure factor and the conjugate Fourier integral of the electron density over the cell. For norm-conserving pseudopotentials, where the density has no augmentation charge, it stays fixed under a homogeneous strain if the fractional atomic positions, the occupations and the coefficients of the orbitals in normalised plane waves are fixed. The form factor $w$ is a function of the squared wavevector; for $G\neq0$ it is the Fourier integral over all space of the spherical local potential of one ion, with no factor $1/\Omega$. The unstrained cell volume is $\Omega$. All ions are taken to be of one species; for several species, the energies of this form are added.

For a real $d\times d$ matrix $A$ and a real parameter $t$, the energy is

$$E(t)=\frac{1}{\Omega\det(1+tA)}\sum_{G\in S}c_G\,w\big(|(1-tA)G|^2\big).$$

Positions are strained by $1+tA$. The exact reciprocal vectors would be $(1+tA)^{-T}G$, which to first order is $(1-tA^T)G$. Using $A$ in place of $A^T$ gives the same first-order change of $|G|^2$, since $G\cdot A^TG=G\cdot AG$. The model is therefore meant for first derivatives at $t=0$, not for higher derivatives or finite strains.

In Lean, the finite type `n` labels the coordinates, a vector is a function `n → ℝ`, `⬝ᵥ` is the dot product and `*ᵥ` applies a matrix to a vector.

```lean
import Mathlib

open Matrix

namespace LocalPseudopotentialStress

noncomputable section

variable {n : Type*} [Fintype n] [DecidableEq n]
```

The strained vector $(1-tA)G$ is `strainedG`.

```lean
/-- The vector `(1 - t A) G`. To first order in `t`, its squared length is that of the reciprocal
vector `G` under the strain `t A`. -/
def strainedG (A : Matrix n n ℝ) (G : n → ℝ) (t : ℝ) : n → ℝ :=
  (1 - t • A) *ᵥ G
```

The energy $E(t)$ is `localEnergy`. The vectors in `S` need not belong to a lattice, and `S` need not be closed under $G\to-G$.

```lean
/-- A model of the local pseudopotential energy under the strain `t A`, valid to first order in `t`,
for a cell of unstrained volume `Ω`, with weights `c G` and a form factor `w` that depends on the
squared length of the wavevector. -/
def localEnergy (Ω : ℝ) (c : (n → ℝ) → ℝ) (w : ℝ → ℝ) (S : Finset (n → ℝ))
    (A : Matrix n n ℝ) (t : ℝ) : ℝ :=
  (∑ G ∈ S, c G * w (strainedG A G t ⬝ᵥ strainedG A G t)) / (Ω * (1 + t • A).det)
```

One more definition, `strainGradient`, is needed in part (f). Its argument `w'` stands for the slope of $w$.

```lean
/-- The matrix of strain derivatives of the local energy: an isotropic volume term and a sum
of dyads `G Gᵀ` weighted by the slope `w'` of the form factor. -/
def strainGradient (Ω : ℝ) (c : (n → ℝ) → ℝ) (w w' : ℝ → ℝ) (S : Finset (n → ℝ)) :
    Matrix n n ℝ :=
  (-((∑ G ∈ S, c G * w (G ⬝ᵥ G)) / Ω)) • (1 : Matrix n n ℝ)
    - (2 / Ω) • ∑ G ∈ S, (c G * w' (G ⬝ᵥ G)) • vecMulVec G G
```

## (a) Energy of the unstrained cell

**Task.** Show that

$$E(0)=\frac1\Omega\sum_{G\in S}c_G\,w(|G|^2).$$

**Solution.** At $t=0$ the strained vector is $(1-0)G=G$, and the volume factor is $\det 1=1$. Substitution into $E(t)$ gives the result. In Lean, `simp` makes the same substitutions after unfolding the definitions.

```lean
/-- The energy at zero strain is the sum over the unstrained reciprocal vectors divided by
the cell volume. -/
theorem localEnergy_zero (Ω : ℝ) (c : (n → ℝ) → ℝ) (w : ℝ → ℝ) (S : Finset (n → ℝ))
    (A : Matrix n n ℝ) :
    localEnergy Ω c w S A 0 = (∑ G ∈ S, c G * w (G ⬝ᵥ G)) / Ω := by
  simp [localEnergy, strainedG]
```

## (b) Rate of change of the volume

**Task.** Show that

$$\frac{d}{dt}\det(1+tA)\Big|_{t=0}=\operatorname{tr}A.$$

**Solution.** Expand the determinant over permutations. A permutation other than the identity moves at least two indices, so its product contains at least two off-diagonal entries of $tA$ and is a multiple of $t^2$. The identity contributes

$$\prod_i(1+tA_{ii})=1+t\operatorname{tr}A+O(t^2).$$

Hence $\det(1+tA)=1+t\operatorname{tr}A+t^2p(t)$ for some polynomial $p$. The derivative of the last term is $2tp(t)+t^2p'(t)$, which vanishes at $t=0$, and $\operatorname{tr}A$ remains.

`HasDerivAt f f' x` says that `f` is differentiable at `x` with derivative `f'`. The expansion comes from `Matrix.det_one_add_smul`; `h1` differentiates the linear part and `h2` applies the product rule to the remainder.

```lean
/-- The relative volume `det (1 + t A)` changes at the rate `tr A` at zero strain. -/
theorem hasDerivAt_volume (A : Matrix n n ℝ) :
    HasDerivAt (fun t : ℝ => (1 + t • A).det) A.trace 0 := by
  -- the determinant is `1 + t tr A` plus a polynomial multiple of `t ^ 2`
  obtain ⟨p, hp⟩ : ∃ p : Polynomial ℝ, ∀ t : ℝ,
      (1 + t • A).det = 1 + A.trace * t + p.eval t * t ^ 2 :=
    ⟨_, fun t => Matrix.det_one_add_smul t A⟩
  rw [funext hp]
  have h1 := ((hasDerivAt_id' (0 : ℝ)).const_mul A.trace).const_add 1
  have h2 := (p.hasDerivAt 0).fun_mul ((hasDerivAt_id' (0 : ℝ)).fun_pow 2)
  exact (h1.fun_add h2).congr_deriv (by simp)
```

## (c) Rate of change of a squared wavevector

**Task.** Show that

$$\frac{d}{dt}|(1-tA)G|^2\Big|_{t=0}=-2\,G\cdot AG.$$

**Solution.** Expanding the square gives

$$|(1-tA)G|^2=|G|^2-2t\,G\cdot AG+t^2|AG|^2.$$

The derivative is $-2\,G\cdot AG+2t|AG|^2$, and the second term vanishes at $t=0$. The Lean proof establishes this expansion as `h`, then differentiates the linear and quadratic terms separately.

```lean
/-- The squared length of a strained reciprocal vector changes at the rate `-2 G · A G` at
zero strain. -/
theorem hasDerivAt_normSq (A : Matrix n n ℝ) (G : n → ℝ) :
    HasDerivAt (fun t : ℝ => strainedG A G t ⬝ᵥ strainedG A G t)
      (-2 * (G ⬝ᵥ A *ᵥ G)) 0 := by
  have h : ∀ t : ℝ, strainedG A G t ⬝ᵥ strainedG A G t =
      G ⬝ᵥ G + ((-2 * (G ⬝ᵥ A *ᵥ G)) * t + ((A *ᵥ G) ⬝ᵥ (A *ᵥ G)) * t ^ 2) := by
    intro t
    simp only [strainedG, Matrix.sub_mulVec, Matrix.one_mulVec, Matrix.smul_mulVec,
      sub_dotProduct, dotProduct_sub, smul_dotProduct, dotProduct_smul, smul_eq_mul]
    rw [dotProduct_comm (A *ᵥ G) G]
    ring
  rw [funext h]
  have h1 := (hasDerivAt_id' (0 : ℝ)).const_mul (-2 * (G ⬝ᵥ A *ᵥ G))
  have h2 := ((hasDerivAt_id' (0 : ℝ)).fun_pow 2).const_mul ((A *ᵥ G) ⬝ᵥ (A *ᵥ G))
  exact ((h1.fun_add h2).const_add (G ⬝ᵥ G)).congr_deriv (by simp)
```

## (d) Where the form factor is evaluated

**Task.** The form factor will be assumed differentiable only at positive arguments. Show that this suffices for nonzero vectors:

$$G\neq0\quad\Longrightarrow\quad |G|^2>0.$$

**Solution.** The sum $|G|^2=\sum_iG_i^2$ has no negative term, and at least one $G_i$ is nonzero, so the sum is positive. In Lean, the sum is shown to be nonnegative, and `dotProduct_self_eq_zero` excludes the value zero.

```lean
omit [DecidableEq n] in
/-- A nonzero reciprocal vector has positive squared length. -/
theorem normSq_pos {G : n → ℝ} (hG : G ≠ 0) : 0 < G ⬝ᵥ G :=
  lt_of_le_of_ne (Finset.sum_nonneg fun i _ => mul_self_nonneg (G i))
    (Ne.symm (mt dotProduct_self_eq_zero.mp hG))
```

## (e) The stress formula

**Task.** Let $w$ have derivative $w'(x)$ at every $x>0$. Show that, for every real matrix $A$,

$$E'(0)=-\operatorname{tr}(A)\,E(0)-\frac2\Omega\sum_{G\in S}c_G\,w'(|G|^2)\,G\cdot AG.$$

**Solution.** Write $E(t)=N(t)/(\Omega V(t))$ with

$$N(t)=\sum_{G\in S}c_G\,w\big(|(1-tA)G|^2\big),\qquad V(t)=\det(1+tA).$$

For $G\neq0$, part (d) allows the chain rule, and part (c) gives the inner derivative. The term of $N$ therefore has derivative $-2c_G\,w'(|G|^2)\,G\cdot AG$ at $t=0$.

For $G=0$ the strained vector remains zero, so the term is the constant $c_0w(0)$ with derivative zero. The same expression covers this case, because $0\cdot A0=0$ whatever value is given to $w'(0)$. A finite $G=0$ term thus responds to strain only through the volume.

Summing over $G$ gives

$$N'(0)=-2\sum_{G\in S}c_G\,w'(|G|^2)\,G\cdot AG.$$

With $V(0)=1$ and $V'(0)=\operatorname{tr}A$ from part (b), the quotient rule yields

$$E'(0)=\frac1\Omega\,\frac{N'(0)V(0)-N(0)V'(0)}{V(0)^2}=\frac{N'(0)}\Omega-\operatorname{tr}(A)\frac{N(0)}\Omega.$$

By part (a), $N(0)/\Omega=E(0)$, which completes the derivation.

The hypothesis `hw` is the differentiability of $w$ on the positive reals. In the proof, `hterm` treats the two cases for $G$, `hdet` supplies $V(0)\neq0$, and `hq` is the quotient rule. The remaining steps collect the factors. The theorem has no condition on `Ω`: physically it is positive, and at `Ω = 0` Lean's division by zero makes both sides vanish.

```lean
/-- The local pseudopotential stress formula: the strain derivative of the energy is a volume
term `-tr A · E(0)` plus a term from the slope of the form factor at each `G`. The set of
reciprocal vectors may contain `G = 0`. -/
theorem local_pseudopotential_stress (Ω : ℝ) (c : (n → ℝ) → ℝ) (w w' : ℝ → ℝ)
    (hw : ∀ x, 0 < x → HasDerivAt w (w' x) x) (S : Finset (n → ℝ)) (A : Matrix n n ℝ) :
    HasDerivAt (localEnergy Ω c w S A)
      (-A.trace * localEnergy Ω c w S A 0
        - 2 / Ω * ∑ G ∈ S, c G * w' (G ⬝ᵥ G) * (G ⬝ᵥ A *ᵥ G)) 0 := by
  -- chain rule for each reciprocal vector
  have hterm : ∀ G ∈ S, HasDerivAt
      (fun t : ℝ => c G * w (strainedG A G t ⬝ᵥ strainedG A G t))
      (c G * (w' (G ⬝ᵥ G) * (-2 * (G ⬝ᵥ A *ᵥ G)))) 0 := by
    intro G _
    by_cases hG : G = 0
    · -- the `G = 0` term does not depend on the strain
      have h : (fun t : ℝ => c G * w (strainedG A G t ⬝ᵥ strainedG A G t)) =
          fun _ => c G * w 0 := by
        funext t
        simp [strainedG, hG]
      rw [h]
      exact (hasDerivAt_const (0 : ℝ) (c G * w 0)).congr_deriv (by simp [hG])
    · exact (HasDerivAt.comp_of_eq 0 (hw _ (normSq_pos hG)) (hasDerivAt_normSq A G)
        (by simp [strainedG])).const_mul (c G)
  -- quotient rule with the volume
  have hdet : (1 + (0 : ℝ) • A).det ≠ 0 := by simp
  have hq := ((HasDerivAt.fun_sum hterm).fun_div (hasDerivAt_volume A) hdet).const_mul Ω⁻¹
  have hE : localEnergy Ω c w S A = fun t : ℝ => Ω⁻¹ *
      ((∑ G ∈ S, c G * w (strainedG A G t ⬝ᵥ strainedG A G t)) / (1 + t • A).det) := by
    funext t
    simp only [localEnergy]
    ring
  have hs : ∑ G ∈ S, c G * (w' (G ⬝ᵥ G) * (-2 * (G ⬝ᵥ A *ᵥ G))) =
      -2 * ∑ G ∈ S, c G * w' (G ⬝ᵥ G) * (G ⬝ᵥ A *ᵥ G) := by
    rw [Finset.mul_sum]
    exact Finset.sum_congr rfl fun G _ => by ring
  rw [localEnergy_zero, hE]
  refine hq.congr_deriv ?_
  rw [hs]
  simp only [strainedG, zero_smul, sub_zero, add_zero, Matrix.one_mulVec, Matrix.det_one]
  ring
```

## (f) One matrix for all strain directions

**Task.** Find a matrix $D$, independent of $A$, such that $E'(0)=\operatorname{tr}(DA)$. Show that the following choice works:

$$D=-E(0)\,1-\frac2\Omega\sum_{G\in S}c_G\,w'(|G|^2)\,GG^T.$$

**Solution.** By part (a), $E(0)$ does not depend on $A$, so neither does $D$. The identity term contributes $-E(0)\operatorname{tr}A$. For each dyad,

$$\operatorname{tr}(GG^TA)=\sum_{i,j}G_iG_jA_{ji}=\sum_jG_j(AG)_j=G\cdot AG.$$

Linearity of the trace then turns $\operatorname{tr}(DA)$ into the formula of part (e).

The matrix $D$ is `strainGradient`, and `vecMulVec G G` is the dyad $GG^T$. The matrix $D$ has the dimension of an energy. Dividing $D$ by $\Omega$ gives the local contribution to the stress in the convention $\sigma=\Omega^{-1}\,\partial E/\partial\varepsilon$, where $\varepsilon$ is the strain; the opposite sign is also in use. In the proof, `hd` is the dyad identity.

```lean
/-- The strain derivative of the local energy is the trace of the strain-gradient matrix
times the strain direction `A`. -/
theorem hasDerivAt_eq_trace (Ω : ℝ) (c : (n → ℝ) → ℝ) (w w' : ℝ → ℝ)
    (hw : ∀ x, 0 < x → HasDerivAt w (w' x) x) (S : Finset (n → ℝ)) (A : Matrix n n ℝ) :
    HasDerivAt (localEnergy Ω c w S A) (strainGradient Ω c w w' S * A).trace 0 := by
  refine (local_pseudopotential_stress Ω c w w' hw S A).congr_deriv ?_
  -- each dyad contracts with the strain to `G · A G`
  have hd : ∀ G : n → ℝ, (vecMulVec G G * A).trace = G ⬝ᵥ A *ᵥ G := by
    intro G
    simp only [Matrix.trace, Matrix.diag_apply, Matrix.mul_apply, Matrix.vecMulVec_apply,
      dotProduct, Matrix.mulVec, Finset.mul_sum]
    rw [Finset.sum_comm]
    exact Finset.sum_congr rfl fun i _ => Finset.sum_congr rfl fun j _ => by ring
  rw [localEnergy_zero]
  simp only [strainGradient, Matrix.sub_mul, Matrix.smul_mul, Matrix.one_mul,
    Finset.sum_mul, Matrix.trace_sub, Matrix.trace_smul, Matrix.trace_sum, hd, smul_eq_mul]
  ring
```

## (g) Infinitesimal rotations

**Task.** Show that

$$A^T=-A\quad\Longrightarrow\quad E'(0)=0.$$

**Solution.** A matrix and its transpose have the same trace, so $\operatorname{tr}A=\operatorname{tr}A^T=-\operatorname{tr}A$, and the trace is zero. Likewise

$$G\cdot AG=(A^TG)\cdot G=-(AG)\cdot G=-G\cdot AG,$$

so this number is also zero. Both terms in part (e) vanish.

An antisymmetric $A$ generates a rotation, and the form factor depends only on the length of $G$. The statement is first order in $t$, since $1-tA$ is not an exact rotation. The Lean facts `ht` and `hG` are the two cancellations.

```lean
/-- An infinitesimal rotation, given by an antisymmetric `A`, leaves the local energy
unchanged to first order. -/
theorem rotation_stress_free (Ω : ℝ) (c : (n → ℝ) → ℝ) (w w' : ℝ → ℝ)
    (hw : ∀ x, 0 < x → HasDerivAt w (w' x) x) (S : Finset (n → ℝ)) (A : Matrix n n ℝ)
    (hA : Aᵀ = -A) : HasDerivAt (localEnergy Ω c w S A) 0 0 := by
  refine (local_pseudopotential_stress Ω c w w' hw S A).congr_deriv ?_
  have ht : A.trace = 0 := by
    have h := Matrix.trace_transpose A
    rw [hA, Matrix.trace_neg] at h
    linarith
  have hG : ∀ G : n → ℝ, G ⬝ᵥ A *ᵥ G = 0 := by
    intro G
    have h : G ⬝ᵥ A *ᵥ G = -(G ⬝ᵥ A *ᵥ G) := by
      calc G ⬝ᵥ A *ᵥ G = (Aᵀ *ᵥ G) ⬝ᵥ G := by
            rw [Matrix.mulVec_transpose, Matrix.dotProduct_mulVec]
        _ = -(G ⬝ᵥ A *ᵥ G) := by
            rw [hA, Matrix.neg_mulVec, neg_dotProduct, dotProduct_comm]
    linarith
  simp [ht, hG]
```

## (h) Uniform dilation with a Coulomb form factor

**Task.** Take $d=3$, $A=1$ and $w(x)=-4\pi Z/x$ for $x>0$, the bare attraction of an electron to an ion of charge $Z$ in atomic units. Let $S$ contain no zero vector. Show that

$$E'(0)=-E(0).$$

**Solution.** For $x>0$ the slope is $w'(x)=4\pi Z/x^2$, so $x\,w'(x)=-w(x)$. With $A=1$ we have $\operatorname{tr}A=3$ and $G\cdot AG=|G|^2$. Part (e) gives

$$\begin{aligned}
E'(0)&=-3E(0)-\frac2\Omega\sum_{G\in S}c_G\,|G|^2\,w'(|G|^2)\\
&=-3E(0)+\frac2\Omega\sum_{G\in S}c_G\,w(|G|^2)\\
&=-3E(0)+2E(0)=-E(0).
\end{aligned}$$

This is the slope expected of an energy that scales as the inverse of length.

Here `hw` fixes $w$ only at positive arguments and leaves $w(0)$ arbitrary. A zero vector in $S$ would contribute $-3c_0w(0)/\Omega$ to the derivative, not $-c_0w(0)/\Omega$, which is why `hS` excludes it. In the proof, `hd` finds the slope, using that $w$ agrees with the Coulomb expression near each positive $x$. The step `hs` is the identity $x\,w'(x)=-w(x)$ summed over $S$, and `h3` is the trace.

```lean
/-- For the Coulomb form factor `-4πZ/|G|²` in three dimensions, with `G = 0` left out, the
derivative of the local energy under uniform dilation is minus the energy itself. -/
theorem coulomb_dilation (Ω Z : ℝ) (c : (Fin 3 → ℝ) → ℝ) (w : ℝ → ℝ)
    (hw : ∀ x, 0 < x → w x = -(4 * Real.pi * Z) / x)
    (S : Finset (Fin 3 → ℝ)) (hS : ∀ G ∈ S, G ≠ 0) :
    HasDerivAt (localEnergy Ω c w S 1) (-localEnergy Ω c w S 1 0) 0 := by
  have hd : ∀ x, 0 < x → HasDerivAt w (4 * Real.pi * Z / x ^ 2) x := by
    intro x hx
    have h : HasDerivAt (fun y : ℝ => -(4 * Real.pi * Z) * y⁻¹)
        (-(4 * Real.pi * Z) * -(x ^ 2)⁻¹) x :=
      (hasDerivAt_inv hx.ne').const_mul _
    refine (h.congr_of_eventuallyEq ?_).congr_deriv (by ring)
    filter_upwards [Ioi_mem_nhds hx] with y hy
    rw [hw y hy, div_eq_mul_inv]
  refine (local_pseudopotential_stress Ω c w (fun x => 4 * Real.pi * Z / x ^ 2)
    hd S 1).congr_deriv ?_
  -- the slope term returns minus the sum that defines the energy
  have hs : ∑ G ∈ S, c G * (4 * Real.pi * Z / (G ⬝ᵥ G) ^ 2) *
      (G ⬝ᵥ (1 : Matrix (Fin 3) (Fin 3) ℝ) *ᵥ G) = -∑ G ∈ S, c G * w (G ⬝ᵥ G) := by
    rw [← Finset.sum_neg_distrib]
    refine Finset.sum_congr rfl fun G hG => ?_
    have hp := normSq_pos (hS G hG)
    rw [Matrix.one_mulVec, hw _ hp]
    generalize G ⬝ᵥ G = x at hp
    have hx : x ≠ 0 := hp.ne'
    field_simp
  have h3 : (1 : Matrix (Fin 3) (Fin 3) ℝ).trace = 3 := by simp [Matrix.trace_one]
  rw [hs, h3, localEnergy_zero]
  ring

end

end LocalPseudopotentialStress
```

```lean
#print axioms LocalPseudopotentialStress.local_pseudopotential_stress
#print axioms LocalPseudopotentialStress.hasDerivAt_eq_trace
#print axioms LocalPseudopotentialStress.rotation_stress_free
#print axioms LocalPseudopotentialStress.coulomb_dilation
```

```
'LocalPseudopotentialStress.local_pseudopotential_stress' depends on axioms: [propext, Classical.choice, Quot.sound]
'LocalPseudopotentialStress.hasDerivAt_eq_trace' depends on axioms: [propext, Classical.choice, Quot.sound]
'LocalPseudopotentialStress.rotation_stress_free' depends on axioms: [propext, Classical.choice, Quot.sound]
'LocalPseudopotentialStress.coulomb_dilation' depends on axioms: [propext, Classical.choice, Quot.sound]
```
